# Restricting $M\ge 2$ half-filled orbitals to their two fully polarised configurations lowers the largest eigenvalue of the projected slave-spin operator $(\sum_i\sigma_x^i)^2$ from $2M(M+1)$ to $2M$

## The second-order energy near the Mott insulator

In a single-site slave-spin mean-field calculation, one can study the edge of the Mott phase by treating the hybridisation field as a small perturbation of the atomic limit. The step needed is to diagonalise the squared flip operator within the degenerate atomic ground states.

Take $M$ degenerate orbitals at half filling. Each of the $N=2M$ combinations of orbital and spin label carries a slave spin 1/2, with up meaning occupied. Let $X=\sum_i\sigma_x^i$, let $h$ be the mean field, $U$ the repulsion and $\hat n$ the number of up slave spins:

$$H=\tfrac U2(\hat n-M)^2+hX .$$

Let $P$ project onto $\hat n=M$. One flip changes $\hat n$ by one, so $PXP=0$, and every intermediate state costs $\Delta=U/2$. The second-order effective Hamiltonian is therefore

$$H_{\rm eff}=-\frac{h^2}{\Delta}\,PX^2P ,$$

and its largest energy gain is set by the largest eigenvalue of $PX^2P$.

An Ising-type Hund coupling favours parallel physical spins. It leaves two atomic ground states, in which all orbitals are singly occupied with the same spin label. If $h$ is weak compared with the Hund splitting, the same formula holds with $P$ projecting onto this pair and with a changed $\Delta$. In this one-site mean-field model with $M\ge2$, the selection reduces the largest gain that favours the metal by a factor $M+1$ at fixed $h$ and $\Delta$.

## Counting double flips

Since $X^2=\sum_{i,j}\sigma_x^i\sigma_x^j$, the matrix element $(X^2)_{st}$ is the number of ordered pairs $(i,j)$ whose successive flips turn configuration $s$ into $t$.

Start from $s$ with $n$ up spins among $N$. Two kinds of double flip preserve $n$:

- the same spin is flipped twice, in $N$ ways;
- one up and one down spin are exchanged, in $n(N-n)$ ways and two orders.

Let $A$ be the block of $X^2$ on the configurations with $n$ up spins. Every row of $A$ thus has the sum

$$r=N+2n(N-n).$$

The uniform vector is an eigenvector with eigenvalue $r$; normalised, its components are $\binom Nn^{-1/2}$. For any other eigenvector, $Av=Ev$, choose $s$ with $|v_s|$ maximal. As the entries of $A$ are nonnegative,

$$|E||v_s|\le\sum_t A_{st}|v_t|\le r|v_s| ,$$

so $E\le r$. For $N=2M$ and $n=M$ this gives $r=2M+2M^2=2M(M+1)$.

Now keep only $s$ and its complement $s^c$. Each diagonal element is $N$, because two flips restore a configuration only if they act on the same spin. Going from $s$ to $s^c$ requires reversing all $N$ spins, which two flips cannot do when $N\ge3$. The block is $N$ times the identity, hence $2M$ times the identity for $M\ge2$.

## Two orbitals, and the exception at one

For $M=2$ there are four spins and six configurations with two up. From $\{1,2\}$, the diagonal element is 4. The configurations $\{1,3\},\{1,4\},\{2,3\},\{2,4\}$ are each reached by two ordered double flips, and $\{3,4\}$ by none. The row sum is $4+4\cdot2=12$, while the pair $\{1,2\},\{3,4\}$ gives $4$ times the identity. The ratio is $3=M+1$.

For $M=1$ the pair is the whole sector, and its block is

$$\begin{pmatrix}2&2\\2&2\end{pmatrix},$$

with largest eigenvalue 4. Here the selection reduces nothing.

## What the Lean statements say

A configuration is a `Finset ι`, the set of up spins. `sigmaX i` is the Pauli matrix, with eigenvalues $\pm1$; with spin operators $\sigma_x/2$ all values of $X^2$ would be divided by four. `totalX ι` is $X$, `sector ι n` collects the configurations with $n$ up spins, and `compress C A` is the block of $A$ on the configurations in `C`.

`eigenvalueSet` contains the real numbers that have a nonzero real eigenvector. `IsGreatest` says that a number belongs to this set and bounds it from above. The blocks used here are real symmetric, so no eigenvalue is missed by working over the reals.

`half_filling_selection` treats any $s$ with $M$ up spins among $2M$, for $M\ge2$: the pair lies in the half-filled sector, the sector's largest eigenvalue is $2M(M+1)$, and the pair's block is $2M$ times the identity. `hund_reduction` applies this to `Fin M × Bool`, orbital times spin label, where `polarised M b` occupies every orbital with label `b`. `single_orbital` gives the value 4 for two spins.

The Hund selection enters as the choice of these two configurations; no Hund Hamiltonian is diagonalised. A rotationally invariant Hund coupling selects a larger multiplet, to which the pair result does not apply. The perturbation theory above, the self-consistency of $h$ and the location of a transition are physical context, not content of the theorems.

## The file

```lean
import Mathlib

open Matrix

namespace MultiorbitalSlaveSpins

noncomputable section

variable {ι : Type*} [DecidableEq ι]

/-- Reverse spin `i` in the configuration whose set of up spins is `s`. -/
def flipSpin (s : Finset ι) (i : ι) : Finset ι :=
  if i ∈ s then s.erase i else insert i s

/-- The Pauli matrix `σ_x` of spin `i` in the basis of spin configurations. -/
def sigmaX (i : ι) : Matrix (Finset ι) (Finset ι) ℝ :=
  Matrix.of fun s t => if flipSpin s i = t then 1 else 0

/-- The sum of `σ_x` over all spins. -/
def totalX (ι : Type*) [Fintype ι] [DecidableEq ι] : Matrix (Finset ι) (Finset ι) ℝ :=
  ∑ i : ι, sigmaX i

/-- The configurations with exactly `n` up spins. -/
def sector (ι : Type*) [Fintype ι] (n : ℕ) : Finset (Finset ι) :=
  Finset.powersetCard n Finset.univ

/-- The block of an operator on the span of the configurations in `C`. -/
def compress (C : Finset (Finset ι)) (A : Matrix (Finset ι) (Finset ι) ℝ) :
    Matrix C C ℝ :=
  A.submatrix Subtype.val Subtype.val

/-- The real eigenvalues of a real matrix, each with a nonzero real eigenvector. -/
def eigenvalueSet {κ : Type*} [Fintype κ] (A : Matrix κ κ ℝ) : Set ℝ :=
  {E | ∃ v : κ → ℝ, v ≠ 0 ∧ A *ᵥ v = E • v}

/-- The configuration of `M` orbitals in which exactly the spins with label `b` are up. -/
def polarised (M : ℕ) (b : Bool) : Finset (Fin M × Bool) :=
  Finset.univ ×ˢ {b}

/-- A flip reverses spin `i` and leaves every other spin as it was. -/
theorem mem_flipSpin (s : Finset ι) (i k : ι) :
    k ∈ flipSpin s i ↔ (k = i ∧ i ∉ s) ∨ (k ≠ i ∧ k ∈ s) := by
  unfold flipSpin
  split_ifs with h <;> by_cases hk : k = i <;> simp [h, hk]

/-- Flipping an up spin lowers the number of up spins by one; flipping a down spin
raises it by one. -/
theorem card_flipSpin (s : Finset ι) (i : ι) :
    (i ∈ s → (flipSpin s i).card + 1 = s.card) ∧
      (i ∉ s → (flipSpin s i).card = s.card + 1) := by
  constructor
  · intro h
    rw [flipSpin, if_pos h]
    exact Finset.card_erase_add_one h
  · intro h
    rw [flipSpin, if_neg h]
    exact Finset.card_insert_of_notMem h

variable [Fintype ι]

/-- A matrix element of `X²` counts the ordered double flips that connect two
configurations. -/
theorem totalX_sq_apply (s t : Finset ι) :
    (totalX ι ^ 2) s t =
      ∑ i, ∑ j, if flipSpin (flipSpin s i) j = t then (1 : ℝ) else 0 := by
  rw [sq, totalX, Finset.sum_mul_sum]
  simp only [Matrix.sum_apply, Matrix.mul_apply, sigmaX, Matrix.of_apply, ite_mul,
    one_mul, zero_mul, Finset.sum_ite_eq, Finset.mem_univ, if_true]

/-- A nonempty matrix with nonnegative entries and equal row sums `r` has largest real
eigenvalue `r`. -/
theorem isGreatest_of_row_sum {κ : Type*} [Fintype κ] [Nonempty κ]
    (A : Matrix κ κ ℝ) (r : ℝ) (h0 : ∀ i j, 0 ≤ A i j) (hr : ∀ i, ∑ j, A i j = r) :
    IsGreatest (eigenvalueSet A) r := by
  constructor
  · -- the uniform superposition attains the row sum
    refine ⟨fun _ => 1, ?_, ?_⟩
    · intro h
      obtain ⟨i⟩ := ‹Nonempty κ›
      simpa using congrFun h i
    · ext i
      simp [Matrix.mulVec, dotProduct, hr]
  · -- compare at a component of largest modulus
    rintro E ⟨v, hv, hE⟩
    obtain ⟨i, hi⟩ : ∃ i, ∀ j, |v j| ≤ |v i| := Finite.exists_max (fun i => |v i|)
    have hpos : 0 < |v i| := by
      obtain ⟨j, hj⟩ := Function.ne_iff.mp hv
      exact (abs_pos.mpr hj).trans_le (hi j)
    have hrow : ∑ j, A i j * v j = E * v i := by
      simpa [Matrix.mulVec, dotProduct] using congrFun hE i
    have hle : |E| * |v i| ≤ r * |v i| := calc
      |E| * |v i| = |∑ j, A i j * v j| := by rw [hrow, abs_mul]
      _ ≤ ∑ j, |A i j * v j| := Finset.abs_sum_le_sum_abs _ _
      _ ≤ ∑ j, A i j * |v i| := Finset.sum_le_sum fun j _ => by
          rw [abs_mul, abs_of_nonneg (h0 i j)]
          exact mul_le_mul_of_nonneg_left (hi j) (h0 i j)
      _ = r * |v i| := by rw [← Finset.sum_mul, hr]
    exact (le_abs_self E).trans (le_of_mul_le_mul_right hle hpos)

/-- From a configuration with `n` up spins among `N`, exactly `N + 2n(N - n)` ordered
double flips lead back to configurations with `n` up spins. -/
theorem sector_row_sum (n : ℕ) (s : Finset ι) (hs : s.card = n) :
    ∑ t ∈ sector ι n, (totalX ι ^ 2) s t =
      (Fintype.card ι : ℝ) + 2 * n * (Fintype.card ι - n) := by
  have hcount : ∀ u : Finset ι, ∑ i, (if i ∈ u then (1 : ℝ) else 0) = u.card := by
    intro u
    simp
  have key : ∀ i, ∑ t ∈ sector ι n, ∑ j,
      (if flipSpin (flipSpin s i) j = t then (1 : ℝ) else 0) =
        (n + 1) + ((Fintype.card ι : ℝ) - 2 * n) * (if i ∈ s then 1 else 0) := by
    intro i
    rw [Finset.sum_comm]
    simp only [Finset.sum_ite_eq]
    have hmem : ∀ j, flipSpin (flipSpin s i) j ∈ sector ι n ↔
        (flipSpin (flipSpin s i) j).card = n := fun j => Finset.mem_powersetCard_univ
    by_cases hi : i ∈ s
    · -- after lowering a spin, any down spin may be raised
      have hu := (card_flipSpin s i).1 hi
      have hj : ∀ j, (if flipSpin (flipSpin s i) j ∈ sector ι n then (1 : ℝ) else 0) =
          1 - (if j ∈ flipSpin s i then 1 else 0) := by
        intro j
        by_cases h : j ∈ flipSpin s i
        · have h1 := (card_flipSpin (flipSpin s i) j).1 h
          rw [if_neg (mt (hmem j).1 (by omega)), if_pos h, sub_self]
        · have h1 := (card_flipSpin (flipSpin s i) j).2 h
          rw [if_pos ((hmem j).2 (by omega)), if_neg h, sub_zero]
      have hur : ((flipSpin s i).card : ℝ) + 1 = n := by exact_mod_cast hu.trans hs
      simp only [hj, Finset.sum_sub_distrib, hcount, Finset.sum_const, Finset.card_univ,
        nsmul_eq_mul, mul_one]
      rw [if_pos hi]
      linarith
    · -- after raising a spin, any up spin may be lowered
      have hu := (card_flipSpin s i).2 hi
      have hj : ∀ j, (if flipSpin (flipSpin s i) j ∈ sector ι n then (1 : ℝ) else 0) =
          if j ∈ flipSpin s i then 1 else 0 := by
        intro j
        by_cases h : j ∈ flipSpin s i
        · have h1 := (card_flipSpin (flipSpin s i) j).1 h
          rw [if_pos ((hmem j).2 (by omega)), if_pos h]
        · have h1 := (card_flipSpin (flipSpin s i) j).2 h
          rw [if_neg (mt (hmem j).1 (by omega)), if_neg h]
      simp only [hj, hcount]
      rw [if_neg hi, hu, hs]
      push_cast
      ring
  simp only [totalX_sq_apply]
  rw [Finset.sum_comm, Finset.sum_congr rfl fun i _ => key i, Finset.sum_add_distrib,
    ← Finset.mul_sum, hcount, hs]
  simp only [Finset.sum_const, Finset.card_univ, nsmul_eq_mul]
  ring

/-- For `N` spins and `n ≤ N`, the compression of `X²` to configurations with `n` up
spins has largest eigenvalue `N + 2n(N - n)`. -/
theorem sector_largest (n : ℕ) (hn : n ≤ Fintype.card ι) :
    IsGreatest (eigenvalueSet (compress (sector ι n) (totalX ι ^ 2)))
      ((Fintype.card ι : ℝ) + 2 * n * (Fintype.card ι - n)) := by
  have hne : (sector ι n).Nonempty := Finset.card_pos.mp (by
    rw [sector, Finset.card_powersetCard, Finset.card_univ]
    exact Nat.choose_pos hn)
  obtain ⟨s, hs⟩ := hne
  have : Nonempty (sector ι n) := ⟨⟨s, hs⟩⟩
  apply isGreatest_of_row_sum
  · intro a b
    change 0 ≤ (totalX ι ^ 2) a.1 b.1
    rw [totalX_sq_apply]
    exact Finset.sum_nonneg fun i _ => Finset.sum_nonneg fun j _ => by
      split_ifs <;> norm_num
  · intro a
    exact (Finset.sum_coe_sort (sector ι n) (fun t => (totalX ι ^ 2) a.1 t)).trans
      (sector_row_sum n a.1 (Finset.mem_powersetCard_univ.1 a.2))

/-- For `N ≥ 3` spins, the compression of `X²` to a configuration and its complement is
`N` times the identity. -/
theorem complementary_pair (s : Finset ι) (hN : 3 ≤ Fintype.card ι) :
    compress {s, sᶜ} (totalX ι ^ 2) = (Fintype.card ι : ℝ) • 1 := by
  ext ⟨a, ha⟩ ⟨b, hb⟩
  change (totalX ι ^ 2) a b = _
  rw [totalX_sq_apply, Matrix.smul_apply]
  by_cases h : a = b
  · -- two flips restore a configuration only if they act on the same spin
    subst h
    have hret : ∀ i j, flipSpin (flipSpin a i) j = a ↔ i = j := by
      intro i j
      constructor
      · intro h
        by_contra hij
        have h1 : i ∈ flipSpin (flipSpin a i) j ↔ i ∈ a := by rw [h]
        simp [mem_flipSpin, hij] at h1
      · rintro rfl
        ext k
        by_cases hk : k = i <;> simp [mem_flipSpin, hk]
    rw [Matrix.one_apply_eq]
    simp only [hret, Finset.sum_ite_eq, Finset.mem_univ, if_true, Finset.sum_const,
      Finset.card_univ, nsmul_eq_mul, smul_eq_mul, mul_one]
  · have hba : b = aᶜ := by
      have h1 := ha
      have h2 := hb
      simp only [Finset.mem_insert, Finset.mem_singleton] at h1 h2
      rcases h1 with h1 | h1 <;> rcases h2 with h2 | h2
      · exact absurd (h1.trans h2.symm) h
      · rw [h1, h2]
      · rw [h1, h2, compl_compl]
      · exact absurd (h1.trans h2.symm) h
    rw [Matrix.one_apply_ne (fun e => h (congrArg Subtype.val e)), smul_zero]
    refine Finset.sum_eq_zero fun i _ => Finset.sum_eq_zero fun j _ => if_neg ?_
    intro hflip
    -- a third spin is untouched by the two flips
    obtain ⟨k, hki, hkj⟩ : ∃ k, k ≠ i ∧ k ≠ j := by
      by_contra hno
      have hsub : (Finset.univ : Finset ι) ⊆ {i, j} := by
        intro k _
        by_contra hk
        exact hno ⟨k, fun e => hk (by simp [e]), fun e => hk (by simp [e])⟩
      have hle := (Finset.card_le_card hsub).trans Finset.card_le_two
      rw [Finset.card_univ] at hle
      omega
    have h1 : k ∈ flipSpin (flipSpin a i) j ↔ k ∈ aᶜ := by rw [hflip, hba]
    simp [mem_flipSpin, hki, hkj] at h1

/-- For `2M` spins with `M ≥ 2`, the compression of `X²` to the configurations with `M` up spins has
largest eigenvalue `2M(M+1)`, and its compression to any complementary pair of them is `2M` times
the identity. -/
theorem half_filling_selection (M : ℕ) (hM : 2 ≤ M) (hcard : Fintype.card ι = 2 * M)
    (s : Finset ι) (hs : s.card = M) :
    ({s, sᶜ} : Finset (Finset ι)) ⊆ sector ι M ∧
      IsGreatest (eigenvalueSet (compress (sector ι M) (totalX ι ^ 2)))
        (2 * M * (M + 1)) ∧
      compress {s, sᶜ} (totalX ι ^ 2) = (2 * M : ℝ) • 1 := by
  refine ⟨?_, ?_, ?_⟩
  · intro t ht
    simp only [Finset.mem_insert, Finset.mem_singleton] at ht
    apply Finset.mem_powersetCard_univ.2
    rcases ht with ht | ht
    · rw [ht, hs]
    · rw [ht, Finset.card_compl]
      omega
  · have h := sector_largest (ι := ι) M (by omega)
    rw [hcard] at h
    convert h using 1
    push_cast
    ring
  · have h := complementary_pair s (by omega)
    rw [hcard] at h
    push_cast at h
    exact h

/-- For `M ≥ 2` orbitals, the compression of `X²` to all half-filled configurations has largest
eigenvalue `(M+1)·2M`, and its compression to the two fully polarised ones has largest eigenvalue
`2M`. -/
theorem hund_reduction (M : ℕ) (hM : 2 ≤ M) :
    IsGreatest (eigenvalueSet (compress (sector (Fin M × Bool) M)
        (totalX (Fin M × Bool) ^ 2))) ((M + 1) * (2 * M)) ∧
      IsGreatest (eigenvalueSet (compress {polarised M true, polarised M false}
        (totalX (Fin M × Bool) ^ 2))) (2 * M) := by
  have hc : polarised M false = (polarised M true)ᶜ := by
    ext ⟨m, b⟩
    cases b <;> simp [polarised]
  obtain ⟨_, h1, h2⟩ := half_filling_selection (ι := Fin M × Bool) M hM
    (by rw [Fintype.card_prod, Fintype.card_fin, Fintype.card_bool, mul_comm])
    (polarised M true) (by simp [polarised])
  constructor
  · convert h1 using 1
    ring
  · rw [hc, h2]
    have : Nonempty ({polarised M true, (polarised M true)ᶜ} :
        Finset (Finset (Fin M × Bool))) := ⟨⟨polarised M true, by simp⟩⟩
    apply isGreatest_of_row_sum
    · intro i j
      rw [Matrix.smul_apply, Matrix.one_apply, smul_eq_mul]
      split_ifs <;> positivity
    · intro i
      simp only [Matrix.smul_apply, Matrix.one_apply, smul_eq_mul, mul_ite, mul_one,
        mul_zero, Finset.sum_ite_eq, Finset.mem_univ, if_true]

/-- For two spins, the compression of `X²` to a configuration with one up spin and its
complement has largest eigenvalue `4`. -/
theorem single_orbital (hcard : Fintype.card ι = 2) (s : Finset ι) (hs : s.card = 1) :
    IsGreatest (eigenvalueSet (compress {s, sᶜ} (totalX ι ^ 2))) 4 := by
  have hne : s ≠ sᶜ := by
    intro h
    obtain ⟨a, ha⟩ := Finset.card_pos.mp (by omega : 0 < s.card)
    have hb := ha
    rw [h, Finset.mem_compl] at hb
    exact hb ha
  -- the complementary pair already exhausts the sector
  have hC : ({s, sᶜ} : Finset (Finset ι)) = sector ι 1 := by
    apply Finset.eq_of_subset_of_card_le
    · intro t ht
      simp only [Finset.mem_insert, Finset.mem_singleton] at ht
      apply Finset.mem_powersetCard_univ.2
      rcases ht with ht | ht
      · rw [ht, hs]
      · rw [ht, Finset.card_compl]
        omega
    · rw [Finset.card_pair hne, sector, Finset.card_powersetCard, Finset.card_univ,
        hcard, Nat.choose_one_right]
  rw [hC]
  have h := sector_largest (ι := ι) 1 (by omega)
  rw [hcard] at h
  convert h using 1
  norm_num

end

end MultiorbitalSlaveSpins
```

```lean
#print axioms MultiorbitalSlaveSpins.hund_reduction
#print axioms MultiorbitalSlaveSpins.single_orbital
```

```
'MultiorbitalSlaveSpins.hund_reduction' depends on axioms: [propext, Classical.choice, Quot.sound]
'MultiorbitalSlaveSpins.single_orbital' depends on axioms: [propext, Classical.choice, Quot.sound]
```

## From single flips to the Hund pair

`mem_flipSpin` and `card_flipSpin` record what one flip does to the occupied set and to its size. `totalX_sq_apply` expands the matrix product into the count of double flips.

`isGreatest_of_row_sum` is the eigenvalue argument. Its first half inserts the unnormalised vector of ones; its second half takes a component of largest modulus, and the `calc` block is the displayed inequality.

`sector_row_sum` organises the count by the first flip. If spin $i$ was up, $N-n+1$ second flips return to the sector; if it was down, $n+1$ do. The statement `key` combines both cases, and summing over $i$ gives

$$N(n+1)+(N-2n)n=N+2n(N-n).$$

`sector_largest` combines this with the eigenvalue lemma; $n\le N$ ensures that the sector is not empty.

In `complementary_pair`, the case split `by_cases h : a = b` separates diagonal from off-diagonal elements. On the diagonal, `hret` shows that a double flip returns to its start exactly when $i=j$. Off the diagonal, the proof finds a third spin $k$ that neither flip touches, so the result cannot be the complement.

`half_filling_selection` sets $N=2M$ and $n=M$. `hund_reduction` checks that the two polarised configurations are complementary, then reads off the largest eigenvalue of $2M$ times the identity by the row-sum lemma. `single_orbital` shows by counting that the pair equals the sector and uses `sector_largest` with $N=2$, $n=1$.
